# In a sphere, charge density and boundary value fix a bounded, continuous radial potential

Two multipole potentials with the same angular dependence, the same charge density inside a sphere and the same value on its surface agree everywhere in the sphere away from its centre, provided that both are bounded and continuous from inside at the surface. In particular, such a potential vanishes if there is no charge inside and its boundary value is zero.

In all-electron augmented-wave calculations, the Coulomb potential in an atomic sphere can be built from the charge inside and the potential on the surface. The full potential diverges at a point nucleus, so the result applies after the nuclear Coulomb term has been split off. For the bounded remainder, the charge density and the surface value leave no freedom in any single angular component.

## The radial Poisson equation in a sphere

Let the electrostatic potential have the angular component \(V(r)Y_{lm}\), with \(l = 0, 1, 2, \dots\), and let \(\rho(r)\) be the matching component of the charge density. In Gaussian units, Poisson's equation in a sphere of radius \(R\) becomes

\[
(r^2V')' = l(l+1)V - 4\pi r^2\rho, \qquad 0<r<R .
\]

The separation of the three-dimensional equation into these radial equations is the step from the physical problem that is taken for granted here.

```lean
import Mathlib

open Set Filter Topology

namespace SphereBoundaryValue

noncomputable section
```

The predicate `IsRadialPotential l R ρ V dV` expresses the radial equation. `HasDerivAt f a r` means that \(f\) has derivative \(a\) at \(r\), so `dV` is the function \(V'\), not a differential. Both derivatives are required at every radius in the open interval `Ioo 0 R`, and only there. This excludes a density that jumps inside the sphere, as at the edge of a smaller, uniformly charged ball. All functions are real, as for an expansion in real spherical harmonics. A charge-free sphere has `0` in place of `ρ`.

```lean
/-- The radial Poisson equation `(r² V')' = l(l+1) V - 4π r² ρ` for `0 < r < R`, where `dV` is
the radial derivative of the multipole potential `V` and `ρ` is the multipole charge density. -/
def IsRadialPotential (l : ℕ) (R : ℝ) (ρ V dV : ℝ → ℝ) : Prop :=
  ∀ r ∈ Ioo 0 R, HasDerivAt V (dV r) r ∧
    HasDerivAt (fun s => s ^ 2 * dV s)
      (l * (l + 1) * V r - 4 * Real.pi * r ^ 2 * ρ r) r
```

The next definition names a radial function with two coefficients \(A\) and \(B\), written \(m_{A,B}(r)\) below. Its Lean name, `multipole`, refers to this function and not to a multipole moment.

```lean
/-- The radial function `A r^l + B / r^(l+1)`, meant for `r ≠ 0`. -/
def multipole (l : ℕ) (A B r : ℝ) : ℝ := A * r ^ l + B / r ^ (l + 1)
```

## (a) The derivative of a power

For a natural number \(n\) and \(r\neq0\), show that

\[
\frac{d}{dr}r^n=\frac{n\,r^n}{r}.
\]

**Solution.** For \(n=0\) both sides are zero. For \(n=k+1\) the usual rule gives \((k+1)r^k=(k+1)r^{k+1}/r\). Lean makes the same case distinction. This form avoids the exponent \(n-1\), which would need separate care at \(n=0\).

```lean
/-- Away from the origin the derivative of `r^n` is `n r^n / r`. -/
theorem hasDerivAt_power (n : ℕ) {r : ℝ} (hr : r ≠ 0) :
    HasDerivAt (fun s : ℝ => s ^ n) (n * r ^ n / r) r := by
  refine (hasDerivAt_pow n r).congr_deriv ?_
  cases n with
  | zero => simp
  | succ k =>
    rw [Nat.add_sub_cancel, pow_succ, ← mul_assoc, mul_div_cancel_right₀ _ hr]
```

## (b) The derivative of the two-coefficient function

For \(m_{A,B}(r)=Ar^l+B/r^{l+1}\) and \(r\neq0\), show that

\[
m_{A,B}'(r)=\frac{m_{lA,\,-(l+1)B}(r)}{r}.
\]

**Solution.** By (a), the first term has derivative \(lAr^l/r\). The quotient rule gives for the second

\[
-\frac{B\,(l+1)r^{l+1}/r}{(r^{l+1})^2}=-\frac{(l+1)B}{r^{l+1}}\,\frac1r .
\]

The sum is the claim. In the proof, `h1` and `h2` are these two derivatives, and `field_simp` and `ring` bring their sum to the stated form.

```lean
/-- Away from the origin, differentiating `A r^l + B / r^(l+1)` multiplies the two coefficients
by `l` and `-(l+1)` and divides by `r`. -/
theorem hasDerivAt_multipole (l : ℕ) (A B : ℝ) {r : ℝ} (hr : r ≠ 0) :
    HasDerivAt (multipole l A B) (multipole l (l * A) (-(l + 1) * B) r / r) r := by
  have h1 := (hasDerivAt_power l hr).const_mul A
  have h2 := (hasDerivAt_const r B).fun_div (hasDerivAt_power (l + 1) hr)
    (pow_ne_zero _ hr)
  refine (h1.fun_add h2).congr_deriv ?_
  unfold multipole
  push_cast
  field_simp
  ring
```

## (c) A family of charge-free potentials

Show that for all \(A\) and \(B\), on \(0<r<R\),

\[
(r^2m_{A,B}')'=l(l+1)\,m_{A,B}.
\]

**Solution.** By (b), \(r^2m_{A,B}'=r\,m_{lA,-(l+1)B}\). The product rule and a second use of (b) give

\[
(r^2m_{A,B}')'=m_{lA,\,-(l+1)B}+m_{l^2A,\,(l+1)^2B}.
\]

The coefficients add up to \((l+l^2)A=l(l+1)A\) and \([-(l+1)+(l+1)^2]B=l(l+1)B\). In Lean, `he` records the first identity in a neighbourhood of \(r\) that avoids the origin, which is enough to carry the derivative over.

```lean
/-- Every combination `A r^l + B / r^(l+1)` solves the radial Poisson equation without charge. -/
theorem multipole_isRadialPotential (l : ℕ) (R A B : ℝ) :
    IsRadialPotential l R 0 (multipole l A B)
      (fun r => multipole l (l * A) (-(l + 1) * B) r / r) := by
  intro r hr
  have h0 : r ≠ 0 := hr.1.ne'
  refine ⟨hasDerivAt_multipole l A B h0, ?_⟩
  -- near `r` the flux `s² V'` is `s` times another multipole function
  have h := (hasDerivAt_id' r).fun_mul
    (hasDerivAt_multipole l (l * A) (-(l + 1) * B) h0)
  have he : (fun s => s ^ 2 * (multipole l (l * A) (-(l + 1) * B) s / s)) =ᶠ[𝓝 r]
      (fun s => s * multipole l (l * A) (-(l + 1) * B) s) := by
    filter_upwards [isOpen_ne.mem_nhds h0] with s hs
    have hs' : s ≠ 0 := hs
    field_simp
  refine (h.congr_of_eventuallyEq he).congr_deriv ?_
  rw [mul_div_cancel₀ _ h0]
  simp only [multipole, Pi.zero_apply]
  ring
```

## (d) A first conserved combination

Let \(V\) be a charge-free potential and set \(q(r)=r^l(r^2V')-l\,r^{l+1}V\). Show that

\[
q'(r)=0,\qquad 0<r<R .
\]

**Solution.** Differentiate both products and insert \((r^2V')'=l(l+1)V\):

\[
q'=l\,r^{l+1}V'+l(l+1)r^lV-l(l+1)r^lV-l\,r^{l+1}V'=0 .
\]

The Lean proof builds the same derivative from the product rule. Its step `e1` simplifies the first term, and `ring` performs the cancellation. The name `singular_moment_conserved` refers to constancy in \(r\), not in time; \(q\) will determine the coefficient of \(1/r^{l+1}\).

```lean
/-- Without charge, `r^l (r² V') - l r^(l+1) V` does not change with the radius. -/
theorem singular_moment_conserved {l : ℕ} {R : ℝ} {V dV : ℝ → ℝ}
    (h : IsRadialPotential l R 0 V dV) {r : ℝ} (hr : r ∈ Ioo 0 R) :
    HasDerivAt (fun s => s ^ l * (s ^ 2 * dV s) - l * (s ^ (l + 1) * V s)) 0 r := by
  have h0 : r ≠ 0 := hr.1.ne'
  obtain ⟨hV, hF⟩ := h r hr
  refine (((hasDerivAt_power l h0).fun_mul hF).fun_sub
    (((hasDerivAt_pow (l + 1) r).fun_mul hV).const_mul (l : ℝ))).congr_deriv ?_
  have e1 : (l : ℝ) * r ^ l / r * (r ^ 2 * dV r) = l * r ^ l * r * dV r := by
    field_simp
  rw [e1, Pi.zero_apply, Nat.add_sub_cancel]
  push_cast
  ring
```

## (e) A second conserved combination

For the same \(V\), set \(p(r)=\bigl(r^2V'+(l+1)rV\bigr)/r^{l+1}\). Show that

\[
p'(r)=0,\qquad 0<r<R .
\]

**Solution.** The numerator \(N=r^2V'+(l+1)rV\) has derivative

\[
N'=l(l+1)V+(l+1)V+(l+1)rV'=(l+1)\bigl[(l+1)V+rV'\bigr].
\]

Hence \(rN'=(l+1)N\), and the numerator in the quotient rule is

\[
N'r^{l+1}-(l+1)r^lN=r^l\bigl[rN'-(l+1)N\bigr]=0 .
\]

Lean likewise reduces the claim to the vanishing of this numerator, which `ring` confirms.

```lean
/-- Without charge, `(r² V' + (l+1) r V) / r^(l+1)` does not change with the radius. -/
theorem regular_moment_conserved {l : ℕ} {R : ℝ} {V dV : ℝ → ℝ}
    (h : IsRadialPotential l R 0 V dV) {r : ℝ} (hr : r ∈ Ioo 0 R) :
    HasDerivAt (fun s => (s ^ 2 * dV s + (l + 1) * (s * V s)) / s ^ (l + 1)) 0 r := by
  have h0 : r ≠ 0 := hr.1.ne'
  obtain ⟨hV, hF⟩ := h r hr
  refine ((hF.fun_add (((hasDerivAt_id' r).fun_mul hV).const_mul ((l : ℝ) + 1))).fun_div
    (hasDerivAt_pow (l + 1) r) (pow_ne_zero _ h0)).congr_deriv ?_
  rw [Pi.zero_apply, div_eq_zero_iff, Nat.add_sub_cancel]
  left
  push_cast
  ring
```

## (f) The general charge-free potential

Show that every charge-free potential has constants \(A\) and \(B\) with

\[
V(r)=Ar^l+\frac{B}{r^{l+1}},\qquad 0<r<R .
\]

**Solution.** By (d) and (e), \(q\) and \(p\) are constant on the interval. Their definitions read

\[
r^2V'+(l+1)rV=p\,r^{l+1},\qquad r^2V'-l\,rV=\frac{q}{r^l}.
\]

Subtraction removes \(V'\) and leaves \((2l+1)rV=p\,r^{l+1}-q/r^l\). Therefore

\[
A=\frac{p}{2l+1},\qquad B=-\frac{q}{2l+1}.
\]

The auxiliary statement `const` derives constancy from the mean value inequality with derivative bound zero, comparing each radius with \(R/2\). The proof then supplies these values of \(A\) and \(B\) and checks the algebra.

```lean
/-- For `0 < r < R`, every charge-free radial potential has the form `A r^l + B / r^(l+1)`. -/
theorem general_solution {l : ℕ} {R : ℝ} {V dV : ℝ → ℝ}
    (h : IsRadialPotential l R 0 V dV) :
    ∃ A B : ℝ, ∀ r ∈ Ioo 0 R, V r = multipole l A B r := by
  have const : ∀ f : ℝ → ℝ, (∀ r ∈ Ioo 0 R, HasDerivAt f 0 r) →
      ∀ r ∈ Ioo 0 R, f r = f (R / 2) := by
    intro f hf r hr
    have hm : R / 2 ∈ Ioo 0 R := ⟨by linarith [hr.1, hr.2], by linarith [hr.1, hr.2]⟩
    have hb := (convex_Ioo 0 R).norm_image_sub_le_of_norm_hasDerivWithin_le
      (f := f) (f' := fun _ => 0) (C := 0)
      (fun x hx => (hf x hx).hasDerivWithinAt) (fun x _ => by simp) hm hr
    rw [zero_mul] at hb
    exact sub_eq_zero.mp (norm_le_zero_iff.mp hb)
  obtain ⟨q, hq⟩ : ∃ q, ∀ r ∈ Ioo 0 R,
      r ^ l * (r ^ 2 * dV r) - l * (r ^ (l + 1) * V r) = q :=
    ⟨_, const _ (fun r hr => singular_moment_conserved h hr)⟩
  obtain ⟨p, hp⟩ : ∃ p, ∀ r ∈ Ioo 0 R,
      (r ^ 2 * dV r + (l + 1) * (r * V r)) / r ^ (l + 1) = p :=
    ⟨_, const _ (fun r hr => regular_moment_conserved h hr)⟩
  -- the two conserved moments determine `V` once `V'` is eliminated
  refine ⟨p / (2 * l + 1), -q / (2 * l + 1), fun r hr => ?_⟩
  rw [← hp r hr, ← hq r hr]
  have h0 : r ≠ 0 := hr.1.ne'
  have hl : (2 * (l : ℝ) + 1) ≠ 0 := by positivity
  unfold multipole
  field_simp
  ring
```

## (g) The bounded potential from its boundary value

Let a charge-free \(V\) satisfy \(|V(r)|\le M\) on \(0<r<R\) for some \(M\), and let it be continuous from inside at \(R\). Show that

\[
V(r)=V(R)\left(\frac rR\right)^l,\qquad 0<r\le R .
\]

Boundedness means physically that no point charge or point multipole sits at the centre. The Coulomb term of a nucleus must therefore be split off first. Continuity ties the number \(V(R)\) to the potential inside, as is the case when the surface carries no dipole layer.

**Solution.** Multiply the result of (f) by \(r^{l+1}\) and solve for \(B\):

\[
|B|=\bigl|V(r)r^{l+1}-Ar^{2l+1}\bigr|\le M r^{l+1}+|A|r^{2l+1}.
\]

The right-hand side tends to zero as \(r\to0\), also for \(l=0\), so \(B=0\) and \(V=Ar^l\) inside. Letting \(r\to R\) from inside gives \(V(R)=AR^l\), which fixes \(A\).

In Lean, `hB` is the estimate with its limit, and `hVR` obtains the boundary value from the uniqueness of limits. The interval `Ioc 0 R` includes \(R\) but not the centre, so nothing is said about the value assigned at \(r=0\).

```lean
/-- A bounded charge-free potential that is continuous from inside at the sphere radius `R` is its
boundary value times `(r/R)^l` for `0 < r ≤ R`. -/
theorem regular_solution {l : ℕ} {R : ℝ} {V dV : ℝ → ℝ}
    (h : IsRadialPotential l R 0 V dV) (hc : ContinuousWithinAt V (Iio R) R)
    (hb : ∃ M, ∀ r ∈ Ioo 0 R, |V r| ≤ M) :
    ∀ r ∈ Ioc 0 R, V r = V R * (r / R) ^ l := by
  intro r hr
  have hR : 0 < R := hr.1.trans_le hr.2
  obtain ⟨A, B, hAB⟩ := general_solution h
  obtain ⟨M, hM⟩ := hb
  -- boundedness near the centre removes the singular part
  have hB : |B| ≤ 0 := by
    have ht : Tendsto (fun s : ℝ => M * s ^ (l + 1) + |A| * s ^ (2 * l + 1))
        (𝓝[>] 0) (𝓝 0) := by
      have hcont : Continuous (fun s : ℝ => M * s ^ (l + 1) + |A| * s ^ (2 * l + 1)) := by
        fun_prop
      have := (hcont.tendsto 0).mono_left (nhdsWithin_le_nhds (s := Ioi 0))
      simpa using this
    refine ge_of_tendsto ht ?_
    filter_upwards [Ioo_mem_nhdsGT hR] with s hs
    have h0 : s ≠ 0 := hs.1.ne'
    have e : B = V s * s ^ (l + 1) - A * s ^ (2 * l + 1) := by
      rw [hAB s hs, multipole, add_mul, div_mul_cancel₀ _ (pow_ne_zero _ h0)]
      ring
    have p1 : 0 < s ^ (l + 1) := pow_pos hs.1 _
    have p2 : 0 < s ^ (2 * l + 1) := pow_pos hs.1 _
    rw [e]
    refine (abs_sub _ _).trans ?_
    rw [abs_mul, abs_mul, abs_of_pos p1, abs_of_pos p2]
    linarith [mul_le_mul_of_nonneg_right (hM s hs) p1.le]
  have hB0 : B = 0 := abs_nonpos_iff.mp hB
  have hA : ∀ s ∈ Ioo 0 R, V s = A * s ^ l := by
    intro s hs
    rw [hAB s hs, multipole, hB0, zero_div, add_zero]
  -- continuity at the sphere fixes the remaining coefficient
  have hVR : V R = A * R ^ l := by
    have hcont : Continuous (fun s : ℝ => A * s ^ l) := by fun_prop
    have h1 : Tendsto (fun s : ℝ => A * s ^ l) (𝓝[<] R) (𝓝 (A * R ^ l)) :=
      (hcont.tendsto R).mono_left nhdsWithin_le_nhds
    have h2 : Tendsto V (𝓝[<] R) (𝓝 (A * R ^ l)) := by
      refine h1.congr' ?_
      filter_upwards [Ioo_mem_nhdsLT hR] with s hs
      exact (hA s hs).symm
    exact tendsto_nhds_unique hc h2
  have hVr : V r = A * r ^ l := by
    rcases hr.2.eq_or_lt with e | hlt
    · rw [e, hVR]
    · exact hA r ⟨hr.1, hlt⟩
  rw [hVr, hVR, div_pow, mul_assoc, mul_div_cancel₀ _ (pow_ne_zero _ hR.ne')]
```

## (h) Uniqueness with charge inside

Let \(V\) and \(W\) solve the radial equation with the same \(\rho\), both bounded on \(0<r<R\) and continuous from inside at \(R\), with \(V(R)=W(R)\). Show that

\[
V(r)=W(r),\qquad 0<r\le R .
\]

**Solution.** Let \(D=V-W\). Subtracting the two equations cancels the charge:

\[
(r^2D')'=l(l+1)D .
\]

If \(|V|\le M\) and \(|W|\le N\), then \(|D|\le M+N\). The difference is also continuous from inside at \(R\), and \(D(R)=0\). Part (g) gives \(D(r)=D(R)(r/R)^l=0\). The Lean proof states the equation for the difference as `hD` and then applies `regular_solution` to it.

```lean
/-- Two bounded potentials with the same `l`, charge density and boundary value, both continuous
from inside at the sphere radius, agree throughout the sphere away from its centre. -/
theorem potential_unique {l : ℕ} {R : ℝ} {ρ V dV W dW : ℝ → ℝ}
    (hV : IsRadialPotential l R ρ V dV) (hW : IsRadialPotential l R ρ W dW)
    (cV : ContinuousWithinAt V (Iio R) R) (cW : ContinuousWithinAt W (Iio R) R)
    (bV : ∃ M, ∀ r ∈ Ioo 0 R, |V r| ≤ M) (bW : ∃ M, ∀ r ∈ Ioo 0 R, |W r| ≤ M)
    (hR : V R = W R) : ∀ r ∈ Ioc 0 R, V r = W r := by
  -- the charge drops out of the difference
  have hD : IsRadialPotential l R 0 (fun r => V r - W r) (fun r => dV r - dW r) := by
    intro r hr
    refine ⟨(hV r hr).1.fun_sub (hW r hr).1, ?_⟩
    have h := (hV r hr).2.fun_sub (hW r hr).2
    simp only [← mul_sub] at h
    refine h.congr_deriv ?_
    rw [Pi.zero_apply]
    ring
  obtain ⟨M, hM⟩ := bV
  obtain ⟨N, hN⟩ := bW
  intro r hr
  have h := regular_solution hD (cV.sub cW)
    ⟨M + N, fun s hs => (abs_sub _ _).trans (add_le_add (hM s hs) (hN s hs))⟩ r hr
  simp only [hR, sub_self, zero_mul] at h
  exact sub_eq_zero.mp h
```

## (i) Zero boundary value without charge

Let \(V\) be as in (g), with \(V(R)=0\). Show that

\[
V(r)=0,\qquad 0<r\le R .
\]

**Solution.** Insert \(V(R)=0\) in the formula of (g). For \(l=0\) the factor \((r/R)^l\) is one, and the product is still zero. The Lean proof is this substitution.

```lean
/-- A bounded charge-free potential that is continuous from inside at the sphere radius and zero
there vanishes throughout the sphere away from its centre. -/
theorem potential_vanishes {l : ℕ} {R : ℝ} {V dV : ℝ → ℝ}
    (h : IsRadialPotential l R 0 V dV) (hc : ContinuousWithinAt V (Iio R) R)
    (hb : ∃ M, ∀ r ∈ Ioo 0 R, |V r| ≤ M) (hR : V R = 0) :
    ∀ r ∈ Ioc 0 R, V r = 0 := by
  intro r hr
  rw [regular_solution h hc hb r hr, hR, zero_mul]


end

end SphereBoundaryValue
```

```lean
#print axioms SphereBoundaryValue.multipole_isRadialPotential
#print axioms SphereBoundaryValue.potential_unique
#print axioms SphereBoundaryValue.potential_vanishes
```

```
'SphereBoundaryValue.multipole_isRadialPotential' depends on axioms: [propext, Classical.choice, Quot.sound]
'SphereBoundaryValue.potential_unique' depends on axioms: [propext, Classical.choice, Quot.sound]
'SphereBoundaryValue.potential_vanishes' depends on axioms: [propext, Classical.choice, Quot.sound]
```
